# The Wigner correction underestimates parabolic-barrier tunnelling above the crossover temperature

For a barrier frequency of magnitude \(\omega\) and a temperature \(T\), let \(u=\hbar\omega/(k_BT)\). Whenever \(0<u<2\pi\),

\[
1+\frac{u^2}{24}<\frac{u/2}{\sin(u/2)} .
\]

The left side is the Wigner correction, the right side the tunnelling factor of a parabolic barrier. The condition \(u<2\pi\) means that \(T\) lies above the crossover temperature \(T_c=\hbar\omega/(2\pi k_B)\).

## Two tunnelling factors for one barrier frequency

Both factors multiply a transition-state rate in which the motion along the reaction coordinate is classical, and besides the temperature, both need only the imaginary frequency at the saddle point, such as an electronic-structure calculation supplies. Within the one-dimensional parabolic model, the Wigner-corrected rate is therefore always the smaller one above \(T_c\).

The parabolic factor is a ratio: the Boltzmann-weighted integral, over all energies, of the transmission probability through an inverted parabola without a floor, divided by the same integral for a classical particle. The quantum integral converges only for \(u<2\pi\). As \(u\to2\pi\) from below, \(u/2\to\pi\) and \(\sin(u/2)\to0\) through positive values, so the factor diverges. For \(2\pi<u<4\pi\) the sine is negative, and so is the formula, which can then no longer be a rate enhancement.

## The inequality in Lean's terms

`parabolicFactor` and `wignerFactor` are real functions of `u`, defined by their closed formulas; neither is derived from a scattering problem. `reducedFrequency` and `crossoverTemperature` express \(u\) and \(T_c\) through real numbers `hbar`, `ω`, `kB` and `T`, understood in consistent units. Here `ω` is the positive magnitude of the imaginary angular frequency.

The theorem `wigner_underestimates` assumes that `hbar`, `ω` and `kB` are positive and that `T` exceeds the crossover temperature; positivity of `T` follows. It compares the two formulas with each other, and makes no comparison with an Eckart barrier or any other shape.

## A quintic bound on the sine

Start from \(\cos y\ge1-y^2/2\), which follows from \(1-\cos y=2\sin^2(y/2)\le y^2/2\). Integrating from \(0\) to \(x\ge0\) three times gives in turn

\[
\sin x\ge x-\frac{x^3}{6},\qquad
\cos x\le1-\frac{x^2}{2}+\frac{x^4}{24},\qquad
\sin x\le x-\frac{x^3}{6}+\frac{x^5}{120}.
\]

Now put \(x=u/2\), so that \(0<x<\pi\) and \(\sin x>0\). Multiply the last bound by the positive polynomial \(1+x^2/6+7x^4/360\). The terms in \(x^3\) and \(x^5\) cancel:

\[
\left(1+\frac{x^2}{6}+\frac{7x^4}{360}\right)\sin x
\le x-\frac{x^7(80-7x^2)}{43200}<x .
\]

The final step holds because \(x<\pi<3.15\) gives \(7x^2<70<80\). Dividing by \(\sin x\) and returning to \(u\),

\[
1+\frac{u^2}{24}+\frac{7u^4}{5760}<\frac{u/2}{\sin(u/2)} .
\]

The Wigner correction thus falls short by more than \(7u^4/5760\), which is positive.

For the temperature form, multiply \(\hbar\omega/(k_BT)<2\pi\) by \(T/(2\pi)>0\) to obtain \(T_c<T\); the step is reversible.

## The shortfall at twice the crossover temperature

At \(T=2T_c\) we have \(u=\pi\). The parabolic factor is \((\pi/2)/\sin(\pi/2)\approx1.571\), and the Wigner correction is \(1+\pi^2/24\approx1.411\). The shortfall is about \(0.160\), above the guaranteed \(7\pi^4/5760\approx0.118\).

## The Lean file

```lean
import Mathlib

open Filter
open scoped Real Topology

namespace WignerTunnelling

noncomputable section

/-- The tunnelling factor of a parabolic barrier, `(u/2) / sin (u/2)`, as a function of the reduced
barrier frequency `u`; the formula has this meaning only for `0 < u < 2π`. -/
def parabolicFactor (u : ℝ) : ℝ := (u / 2) / Real.sin (u / 2)

/-- The Wigner tunnelling correction `1 + u²/24`. -/
def wignerFactor (u : ℝ) : ℝ := 1 + u ^ 2 / 24

/-- The reduced barrier frequency `u = ħω / (k_B T)`, for nonzero `k_B` and `T`. -/
def reducedFrequency (hbar ω kB T : ℝ) : ℝ := hbar * ω / (kB * T)

/-- The crossover temperature `ħω / (2π k_B)`, for nonzero `k_B`. -/
def crossoverTemperature (hbar ω kB : ℝ) : ℝ := hbar * ω / (2 * π * kB)

/-- A function that is differentiable on the whole real line, vanishes at the origin and has a
non-negative derivative on the half-line `x ≥ 0` is non-negative there. -/
theorem nonneg_of_deriv_nonneg {f f' : ℝ → ℝ} (h0 : f 0 = 0)
    (hf : ∀ x, HasDerivAt f (f' x) x) (hf' : ∀ x, 0 ≤ x → 0 ≤ f' x)
    {x : ℝ} (hx : 0 ≤ x) : 0 ≤ f x := by
  have hm : MonotoneOn f (Set.Ici 0) := by
    refine monotoneOn_of_deriv_nonneg (convex_Ici 0)
      (fun y _ => (hf y).continuousAt.continuousWithinAt)
      (fun y _ => (hf y).differentiableAt.differentiableWithinAt) (fun y hy => ?_)
    rw [interior_Ici] at hy
    rw [(hf y).deriv]
    exact hf' y (le_of_lt (Set.mem_Ioi.mp hy))
  have h := hm (Set.mem_Ici.mpr le_rfl) (Set.mem_Ici.mpr hx) hx
  linarith

/-- For `x ≥ 0` the sine is at least its cubic Taylor polynomial. -/
theorem cubic_le_sin {x : ℝ} (hx : 0 ≤ x) : x - x ^ 3 / 6 ≤ Real.sin x := by
  have hd : ∀ y : ℝ, HasDerivAt (fun y : ℝ => Real.sin y - (y - y ^ 3 / 6))
      (Real.cos y - (1 - y ^ 2 / 2)) y := by
    intro y
    have h3 : HasDerivAt (fun y : ℝ => y ^ 3) (3 * y ^ 2) y := by
      simpa using hasDerivAt_pow 3 y
    exact ((Real.hasDerivAt_sin y).fun_sub
      ((hasDerivAt_id' y).fun_sub (h3.div_const 6))).congr_deriv (by ring)
  exact sub_nonneg.mp (nonneg_of_deriv_nonneg
    (f := fun y : ℝ => Real.sin y - (y - y ^ 3 / 6))
    (f' := fun y : ℝ => Real.cos y - (1 - y ^ 2 / 2)) (by simp) hd
    (fun y _ => sub_nonneg.mpr Real.one_sub_sq_div_two_le_cos) hx)

/-- For `x ≥ 0` the cosine is at most its quartic Taylor polynomial. -/
theorem cos_le_quartic {x : ℝ} (hx : 0 ≤ x) :
    Real.cos x ≤ 1 - x ^ 2 / 2 + x ^ 4 / 24 := by
  have hd : ∀ y : ℝ, HasDerivAt (fun y : ℝ => (1 - y ^ 2 / 2 + y ^ 4 / 24) - Real.cos y)
      (Real.sin y - (y - y ^ 3 / 6)) y := by
    intro y
    have h2 : HasDerivAt (fun y : ℝ => y ^ 2) (2 * y) y := by
      simpa using hasDerivAt_pow 2 y
    have h4 : HasDerivAt (fun y : ℝ => y ^ 4) (4 * y ^ 3) y := by
      simpa using hasDerivAt_pow 4 y
    exact ((((h2.div_const 2).const_sub 1).fun_add (h4.div_const 24)).fun_sub
      (Real.hasDerivAt_cos y)).congr_deriv (by ring)
  exact sub_nonneg.mp (nonneg_of_deriv_nonneg
    (f := fun y : ℝ => (1 - y ^ 2 / 2 + y ^ 4 / 24) - Real.cos y)
    (f' := fun y : ℝ => Real.sin y - (y - y ^ 3 / 6)) (by simp) hd
    (fun y hy => sub_nonneg.mpr (cubic_le_sin hy)) hx)

/-- For `x ≥ 0` the sine is at most its quintic Taylor polynomial. -/
theorem sin_le_quintic {x : ℝ} (hx : 0 ≤ x) :
    Real.sin x ≤ x - x ^ 3 / 6 + x ^ 5 / 120 := by
  have hd : ∀ y : ℝ, HasDerivAt (fun y : ℝ => (y - y ^ 3 / 6 + y ^ 5 / 120) - Real.sin y)
      ((1 - y ^ 2 / 2 + y ^ 4 / 24) - Real.cos y) y := by
    intro y
    have h3 : HasDerivAt (fun y : ℝ => y ^ 3) (3 * y ^ 2) y := by
      simpa using hasDerivAt_pow 3 y
    have h5 : HasDerivAt (fun y : ℝ => y ^ 5) (5 * y ^ 4) y := by
      simpa using hasDerivAt_pow 5 y
    exact ((((hasDerivAt_id' y).fun_sub (h3.div_const 6)).fun_add (h5.div_const 120)).fun_sub
      (Real.hasDerivAt_sin y)).congr_deriv (by ring)
  exact sub_nonneg.mp (nonneg_of_deriv_nonneg
    (f := fun y : ℝ => (y - y ^ 3 / 6 + y ^ 5 / 120) - Real.sin y)
    (f' := fun y : ℝ => (1 - y ^ 2 / 2 + y ^ 4 / 24) - Real.cos y) (by simp) hd
    (fun y hy => sub_nonneg.mpr (cos_le_quartic hy)) hx)

/-- For `0 < u < 2π` the Wigner correction falls short of the parabolic-barrier factor by
more than `7u⁴/5760`. -/
theorem wigner_deficit {u : ℝ} (h0 : 0 < u) (h1 : u < 2 * π) :
    wignerFactor u + 7 * u ^ 4 / 5760 < parabolicFactor u := by
  -- work with the half-angle `x = u/2`, which lies between `0` and `π`
  obtain ⟨x, rfl⟩ : ∃ x, u = 2 * x := ⟨u / 2, by ring⟩
  have hx : 0 < x := by linarith
  have hxπ : x < π := by linarith
  have hs : 0 < Real.sin x := Real.sin_pos_of_pos_of_lt_pi hx hxπ
  have hx2 : 7 * x ^ 2 < 80 := by
    have h315 : x < 3.15 := hxπ.trans Real.pi_lt_d2
    norm_num at h315
    nlinarith
  have e : 2 * x / 2 = x := by ring
  unfold wignerFactor parabolicFactor
  rw [e, lt_div_iff₀ hs]
  calc (1 + (2 * x) ^ 2 / 24 + 7 * (2 * x) ^ 4 / 5760) * Real.sin x
      ≤ (1 + (2 * x) ^ 2 / 24 + 7 * (2 * x) ^ 4 / 5760) * (x - x ^ 3 / 6 + x ^ 5 / 120) :=
        mul_le_mul_of_nonneg_left (sin_le_quintic hx.le) (by positivity)
    _ = x - x ^ 7 * (80 - 7 * x ^ 2) / 43200 := by ring
    _ < x := by
        have h : 0 < x ^ 7 * (80 - 7 * x ^ 2) := mul_pos (by positivity) (by linarith)
        linarith

/-- For `0 < u < 2π` the Wigner correction is strictly smaller than the parabolic-barrier
tunnelling factor. -/
theorem wigner_lt_parabolic {u : ℝ} (h0 : 0 < u) (h1 : u < 2 * π) :
    wignerFactor u < parabolicFactor u := by
  have h := wigner_deficit h0 h1
  have h4 : 0 < 7 * u ^ 4 / 5760 := by positivity
  linarith

/-- For positive `k_B` and `T`, the reduced barrier frequency is below `2π` exactly when the
temperature is above the crossover temperature. -/
theorem reducedFrequency_lt_iff {hbar ω kB T : ℝ} (hk : 0 < kB) (hT : 0 < T) :
    reducedFrequency hbar ω kB T < 2 * π ↔ crossoverTemperature hbar ω kB < T := by
  have hπ := Real.pi_pos
  unfold reducedFrequency crossoverTemperature
  rw [div_lt_iff₀ (by positivity), div_lt_iff₀ (by positivity)]
  constructor <;> intro h <;> linarith

/-- For positive `ħ`, `ω` and `k_B`, the Wigner formula underestimates the parabolic-barrier
tunnelling factor at every temperature above the crossover temperature. -/
theorem wigner_underestimates {hbar ω kB T : ℝ} (hh : 0 < hbar) (hω : 0 < ω) (hk : 0 < kB)
    (hT : crossoverTemperature hbar ω kB < T) :
    wignerFactor (reducedFrequency hbar ω kB T)
      < parabolicFactor (reducedFrequency hbar ω kB T) := by
  have hπ := Real.pi_pos
  have hc : 0 < crossoverTemperature hbar ω kB := by
    unfold crossoverTemperature
    positivity
  have hT0 : 0 < T := hc.trans hT
  refine wigner_lt_parabolic ?_ ((reducedFrequency_lt_iff hk hT0).mpr hT)
  unfold reducedFrequency
  positivity

/-- The parabolic-barrier factor grows without bound as `u` approaches `2π` from below. -/
theorem parabolic_diverges : Tendsto parabolicFactor (𝓝[<] (2 * π)) atTop := by
  have hπ := Real.pi_pos
  have hnum : Tendsto (fun u : ℝ => u / 2) (𝓝[<] (2 * π)) (𝓝 π) := by
    have hc : Continuous (fun u : ℝ => u / 2) := by fun_prop
    have h : Tendsto (fun u : ℝ => u / 2) (𝓝 (2 * π)) (𝓝 (2 * π / 2)) := hc.tendsto (2 * π)
    rw [show 2 * π / 2 = π by ring] at h
    exact h.mono_left nhdsWithin_le_nhds
  -- the sine in the denominator tends to zero through positive values
  have hsin : Tendsto (fun u : ℝ => Real.sin (u / 2)) (𝓝[<] (2 * π)) (𝓝[>] 0) := by
    refine tendsto_nhdsWithin_iff.mpr ⟨?_, ?_⟩
    · have h := (Real.continuous_sin.tendsto π).comp hnum
      rw [Real.sin_pi] at h
      exact h
    · filter_upwards [Ioo_mem_nhdsLT (show (0 : ℝ) < 2 * π by positivity)] with u hu
      exact Real.sin_pos_of_pos_of_lt_pi (by linarith [hu.1]) (by linarith [hu.2])
  have h := hnum.pos_mul_atTop hπ (tendsto_inv_nhdsGT_zero.comp hsin)
  refine h.congr (fun u => ?_)
  show u / 2 * (Real.sin (u / 2))⁻¹ = u / 2 / Real.sin (u / 2)
  rw [div_eq_mul_inv (u / 2) (Real.sin (u / 2))]

/-- For `2π < u < 4π` the expression `(u/2) / sin (u/2)` is negative. -/
theorem parabolic_neg_below_crossover {u : ℝ} (h1 : 2 * π < u) (h2 : u < 4 * π) :
    parabolicFactor u < 0 := by
  have hπ := Real.pi_pos
  have hs : 0 < Real.sin (u / 2 - π) :=
    Real.sin_pos_of_pos_of_lt_pi (by linarith) (by linarith)
  rw [Real.sin_sub_pi] at hs
  exact div_neg_of_pos_of_neg (by linarith) (by linarith)

end

end WignerTunnelling
```

```lean
#print axioms WignerTunnelling.wigner_underestimates
#print axioms WignerTunnelling.parabolic_diverges
#print axioms WignerTunnelling.parabolic_neg_below_crossover
```

```
'WignerTunnelling.wigner_underestimates' depends on axioms: [propext, Classical.choice, Quot.sound]
'WignerTunnelling.parabolic_diverges' depends on axioms: [propext, Classical.choice, Quot.sound]
'WignerTunnelling.parabolic_neg_below_crossover' depends on axioms: [propext, Classical.choice, Quot.sound]
```

## From derivative signs to the temperature bound

`nonneg_of_deriv_nonneg` plays the part of integration: a function differentiable on the whole real line that is zero at the origin and has a non-negative derivative on the half-line stays non-negative there. `cubic_le_sin`, `cos_le_quartic` and `sin_le_quintic` apply it to the three differences above, each using the previous inequality as the sign of its derivative.

In `wigner_deficit`, `obtain` introduces the half-angle `x`, and `lt_div_iff₀` turns the claim into a product with the positive sine. The `calc` block then inserts the quintic bound, lets `ring` confirm the cancellation, and uses `7 * x ^ 2 < 80` for the strict inequality. `wigner_lt_parabolic` discards the positive quartic term.

`reducedFrequency_lt_iff` clears the denominators, and `wigner_underestimates` combines the two results. `parabolic_diverges` multiplies a numerator tending to \(\pi\) by the reciprocal of a sine tending to zero from above. `parabolic_neg_below_crossover` gets the sign from \(\sin(u/2-\pi)=-\sin(u/2)\), whose left side is positive for \(2\pi<u<4\pi\).
